# The site symmetry of a point s contains every linear part of a space group exactly when t − s + Rs is a lattice vector for every operator (R, t)

Take a one-dimensional crystal with lattice translations $\mathbb{Z}$ and the inversion $x \mapsto -x + \tfrac12$. The inversion carries a fractional translation, so the group may look nonsymmorphic. Now measure positions from a point $s$ by writing $x = y + s$. The same operation becomes $y \mapsto -y + \tfrac12 - 2s$, and at $s = \tfrac14$ the translation is gone, because the inversion fixes that point.

A glide reflection $(x, y) \mapsto (x + \tfrac12, -y)$ behaves differently. Measured from $s = (s_1, s_2)$, its translation part is $(\tfrac12, -2s_2)$. The first component does not depend on $s$, so no choice of origin removes it.

## The lattice condition on the shifted translation

A Seitz operator $(R, t)$ acts on points by $x \mapsto Rx + t$, with $R$ linear and invertible. Let $G$ be a group of such operators on a real vector space $V$, and let $L$ be the set of all vectors $a$ for which the pure translation $(1, a)$ is in $G$. The site-symmetry group of a point $s$ consists of the operators of $G$ that fix $s$. Then

$$
\text{every linear part of } G \text{ occurs in the site-symmetry group of } s
\iff
t - s + Rs \in L \ \text{ for all } (R, t) \in G .
$$

A space group is symmorphic if some point $s$ has this property. The equivalence tests a given $s$; it does not search for one.

## Symmetry tables and the choice of origin

A code that calls a group symmorphic only when every tabulated translation is a lattice vector has tested the single point $s = 0$. In the one-dimensional example that test fails, although $s = \tfrac14$ passes.

In a plane-wave electronic-structure code, for exactly known operators that act on positions only, an origin that passes the test makes every phase $e^{-iK\cdot t}$ in the symmetrisation of the electron density equal to one. Here $t$ is measured from that origin, and $K$ is reciprocal to the full lattice $L$, so that $K\cdot a \in 2\pi\mathbb{Z}$ for all $a \in L$. A calculation on a centred conventional cell or a supercell also uses other vectors $K$, at which the phase of a lattice vector can differ from one.

Two details matter in an implementation:

- $L$ contains all pure translations of $G$. In a centred conventional cell this includes the centring vectors, so testing for integer fractional coordinates is too strict.
- One operator per linear part is enough. If $(R, t)$ and $(R, u)$ are both in $G$, their test vectors differ by $t - u$, which lies in $L$ by the third step below.

## From fixed points to lattice vectors

The group law is composition: $(R, t)(S, u) = (RS, Ru + t)$.

**Shifting the origin.** Conjugation by the translation through $s$ gives

$$
(1, -s)(R, t)(1, s) = (1, -s)(R, Rs + t) = (R, t - s + Rs).
$$

The vector in the criterion is therefore the translation part seen from $s$. A pure translation $(1, a)$ is unchanged by the shift, so $L$ is the same for both origins.

**Fixing a point.** The condition $Rs + t = s$ is the same as $t = s - Rs$. For each $R$, at most one operator with that linear part fixes $s$.

**Comparing equal linear parts.** Let $(R, t)$ and $(R, u)$ be in $G$. Since $(1, t - u)(R, u) = (R, t)$, the translation $(1, t - u)$ is a product of an element of $G$ and the inverse of another. Hence $t - u \in L$.

**Site symmetry implies the lattice condition.** Let $(R, t) \in G$. By assumption some operator of $G$ with linear part $R$ fixes $s$, and it must be $(R, s - Rs)$. The comparison gives $t - (s - Rs) = t - s + Rs \in L$.

**The lattice condition implies site symmetry.** Let $(R, t) \in G$ and $a = t - s + Rs \in L$. Then $(1, -a)$ is in $G$, and so is

$$
(1, -a)(R, t) = (R, t - a) = (R, s - Rs).
$$

This operator fixes $s$ and has linear part $R$.

**Other origins.** Suppose $s$ has the property, and let $s'$ be another point. For every $(R, t) \in G$,

$$
t - s' + Rs' = \bigl[R(s' - s) - (s' - s)\bigr] + (t - s + Rs).
$$

The last bracket is in $L$, so $s'$ has the property exactly when $R(s' - s) - (s' - s) \in L$ for every linear part $R$ of $G$. In the one-dimensional example this reads $-2(s' - s) \in \mathbb{Z}$, so the suitable origins are spaced by $\tfrac12$.

**The glide group.** Let $G$ consist of the integer powers of the glide. The $k$-th power adds $k/2$ to the first coordinate. If it fixes a point, then $k = 0$ and it is the identity. The identity does not reverse the second coordinate, whereas the glide does, so the linear part of the glide occurs in no site-symmetry group.

## The Lean file

```lean
import Mathlib

open MulAction

namespace SeitzSymmorphism

noncomputable section

/-- A Seitz operator `(R, t)` on a real vector space: an invertible linear part `R`
and a translation part `t`. -/
@[ext] structure Seitz (V : Type*) [AddCommGroup V] [Module ℝ V] where
  /-- The linear part `R`. -/
  rot : V ≃ₗ[ℝ] V
  /-- The translation part `t`. -/
  trans : V

variable {V : Type*} [AddCommGroup V] [Module ℝ V]

/-- Seitz operators form a group under `(R, t)(S, u) = (RS, Ru + t)`. -/
instance : Group (Seitz V) where
  mul g h := ⟨g.rot * h.rot, g.rot h.trans + g.trans⟩
  one := ⟨1, 0⟩
  inv g := ⟨g.rot⁻¹, -(g.rot⁻¹ g.trans)⟩
  mul_assoc g h k := Seitz.ext (mul_assoc g.rot h.rot k.rot) (by
    change g.rot (h.rot k.trans) + (g.rot h.trans + g.trans)
      = g.rot (h.rot k.trans + h.trans) + g.trans
    rw [map_add, add_assoc])
  one_mul g := Seitz.ext (one_mul g.rot) (add_zero g.trans)
  mul_one g := Seitz.ext (mul_one g.rot) (by
    change g.rot 0 + g.trans = g.trans
    rw [map_zero, zero_add])
  inv_mul_cancel g := Seitz.ext (inv_mul_cancel g.rot)
    (add_neg_cancel (g.rot⁻¹ g.trans))

/-- A Seitz operator moves the point `x` to `Rx + t`. -/
instance : MulAction (Seitz V) V where
  smul g x := g.rot x + g.trans
  one_smul x := add_zero x
  mul_smul g h x := by
    change g.rot (h.rot x) + (g.rot h.trans + g.trans)
      = g.rot (h.rot x + h.trans) + g.trans
    rw [map_add, add_assoc]

/-- The pure translation `(1, a)`. -/
def translation (a : V) : Seitz V := ⟨1, a⟩

/-- The translation lattice `L` of `G`: all vectors `a` with `(1, a)` in `G`. -/
def translationLattice (G : Subgroup (Seitz V)) : AddSubgroup V where
  carrier := {a | translation a ∈ G}
  zero_mem' := G.one_mem
  add_mem' {a b} ha hb := by
    have e : translation b * translation a = translation (a + b) :=
      Seitz.ext (mul_one _) rfl
    change translation (a + b) ∈ G
    rw [← e]
    exact G.mul_mem hb ha
  neg_mem' {a} ha := by
    have e : (translation a)⁻¹ = translation (-a) := Seitz.ext inv_one rfl
    change translation (-a) ∈ G
    rw [← e]
    exact G.inv_mem ha

/-- The site-symmetry group of the point `s`: the operators of `G` that fix `s`. -/
def siteSymmetry (G : Subgroup (Seitz V)) (s : V) : Subgroup (Seitz V) :=
  G ⊓ stabilizer (Seitz V) s

/-- `G` is symmorphic at `s` if every linear part occurring in `G` occurs in the
site-symmetry group of `s`. -/
def IsSymmorphicAt (G : Subgroup (Seitz V)) (s : V) : Prop :=
  ∀ g ∈ G, ∃ h ∈ siteSymmetry G s, h.rot = g.rot

/-- Moving the origin to `s` turns the operator `(R, t)` into `(R, t - s + Rs)`. -/
theorem origin_shift (g : Seitz V) (s : V) :
    translation (-s) * g * translation s = ⟨g.rot, g.trans - s + g.rot s⟩ := by
  refine Seitz.ext ?_ ?_
  · change 1 * g.rot * 1 = g.rot
    rw [one_mul, mul_one]
  · change g.rot s + (g.trans + -s) = g.trans - s + g.rot s
    abel

/-- The operator `(R, t)` fixes the point `s` exactly when `t = s - Rs`. -/
theorem fixes_iff (g : Seitz V) (s : V) : g • s = s ↔ g.trans = s - g.rot s := by
  change g.rot s + g.trans = s ↔ _
  rw [eq_sub_iff_add_eq, add_comm]

/-- The translation parts of two operators of `G` with the same linear part differ
by a vector of the translation lattice. -/
theorem trans_sub_mem {G : Subgroup (Seitz V)} {g h : Seitz V} (hg : g ∈ G)
    (hh : h ∈ G) (hr : h.rot = g.rot) : g.trans - h.trans ∈ translationLattice G := by
  have e : translation (g.trans - h.trans) * h = g :=
    Seitz.ext ((one_mul h.rot).trans hr) (add_sub_cancel h.trans g.trans)
  change translation (g.trans - h.trans) ∈ G
  exact (Subgroup.mul_mem_cancel_right G hh).1 (by rw [e]; exact hg)

/-- Every linear part of `G` occurs in the site-symmetry group of `s` if and only if
`t - s + Rs` lies in the translation lattice for all `(R, t)` in `G`. -/
theorem isSymmorphicAt_iff (G : Subgroup (Seitz V)) (s : V) :
    IsSymmorphicAt G s ↔
      ∀ g ∈ G, g.trans - s + g.rot s ∈ translationLattice G := by
  constructor
  · intro H g hg
    obtain ⟨h, hm, hr⟩ := H g hg
    obtain ⟨hG, hs⟩ := Subgroup.mem_inf.1 hm
    -- the operator fixing `s` has translation part `s - Rs`
    have ht := (fixes_iff h s).1 (mem_stabilizer_iff.1 hs)
    have key := trans_sub_mem hg hG hr
    rw [ht, hr] at key
    convert key using 1
    abel
  · intro H g hg
    -- remove the lattice vector `t - s + Rs` from `(R, t)`
    have e : translation (-(g.trans - s + g.rot s)) * g = ⟨g.rot, s - g.rot s⟩ :=
      Seitz.ext (one_mul g.rot) (by
        change g.trans + -(g.trans - s + g.rot s) = s - g.rot s
        abel)
    refine ⟨⟨g.rot, s - g.rot s⟩, Subgroup.mem_inf.2 ⟨?_, ?_⟩, rfl⟩
    · rw [← e]
      exact G.mul_mem (neg_mem (H g hg)) hg
    · exact mem_stabilizer_iff.2 ((fixes_iff _ s).2 rfl)

/-- If `G` is symmorphic at `s`, then it is symmorphic at `s'` exactly when every
linear part `R` of `G` changes `s' - s` by a vector of the translation lattice. -/
theorem isSymmorphicAt_other_origin {G : Subgroup (Seitz V)} {s : V}
    (h : IsSymmorphicAt G s) (s' : V) :
    IsSymmorphicAt G s' ↔
      ∀ g ∈ G, g.rot (s' - s) - (s' - s) ∈ translationLattice G := by
  rw [isSymmorphicAt_iff] at h ⊢
  refine forall₂_congr fun g hg => ?_
  have e : g.trans - s' + g.rot s'
      = (g.rot (s' - s) - (s' - s)) + (g.trans - s + g.rot s) := by
    rw [map_sub]
    abel
  rw [e]
  exact add_mem_cancel_right (h g hg)

/-- The glide reflection `(x, y) ↦ (x + 1/2, -y)` of the plane. -/
def glide : Seitz (ℝ × ℝ) :=
  ⟨(LinearEquiv.refl ℝ ℝ).prodCongr (LinearEquiv.neg ℝ), (1 / 2, 0)⟩

/-- The `k`-th power of the glide, `k` any integer, advances the first coordinate
by `k/2`. -/
theorem glide_zpow_fst (k : ℤ) (x : ℝ × ℝ) :
    ((glide ^ k) • x).1 = x.1 + k / 2 := by
  have one : ∀ y : ℝ × ℝ, (glide • y).1 = y.1 + 1 / 2 := fun _ => rfl
  induction k using Int.induction_on generalizing x with
  | zero => simp
  | succ n ih =>
    rw [zpow_add_one, mul_smul, ih, one]
    push_cast
    ring
  | pred n ih =>
    have h := one (glide⁻¹ • x)
    rw [smul_inv_smul] at h
    rw [zpow_sub_one, mul_smul, ih]
    push_cast
    linarith

/-- The group generated by the glide reflection is not symmorphic at any point
of the plane. -/
theorem glide_group_not_symmorphic (s : ℝ × ℝ) :
    ¬ IsSymmorphicAt (Subgroup.zpowers glide) s := by
  intro H
  obtain ⟨h, hm, hr⟩ := H glide (Subgroup.mem_zpowers glide)
  obtain ⟨hG, hs⟩ := Subgroup.mem_inf.1 hm
  obtain ⟨k, rfl⟩ := Subgroup.mem_zpowers_iff.1 hG
  -- a power of the glide with a fixed point is the identity
  have h1 := glide_zpow_fst k s
  rw [mem_stabilizer_iff.1 hs] at h1
  have hk : k = 0 := by
    have h0 : (k : ℝ) = 0 := by linarith
    exact_mod_cast h0
  rw [hk, zpow_zero] at hr
  -- but the identity does not reverse the second coordinate
  have h2 := congrArg (fun R : (ℝ × ℝ) ≃ₗ[ℝ] (ℝ × ℝ) => (R (0, 1)).2) hr
  change (1 : ℝ) = -1 at h2
  norm_num at h2

end

end SeitzSymmorphism
```

```lean
#print axioms SeitzSymmorphism.origin_shift
#print axioms SeitzSymmorphism.isSymmorphicAt_other_origin
#print axioms SeitzSymmorphism.glide_group_not_symmorphic
```

```
'SeitzSymmorphism.origin_shift' depends on axioms: [propext, Classical.choice, Quot.sound]
'SeitzSymmorphism.isSymmorphicAt_other_origin' depends on axioms: [propext, Classical.choice, Quot.sound]
'SeitzSymmorphism.glide_group_not_symmorphic' depends on axioms: [propext, Classical.choice, Quot.sound]
```

## Physical objects and their Lean definitions

`Seitz V` stores a linear automorphism `rot` and a vector `trans`. The `Group` and `MulAction` instances fix the convention $x \mapsto Rx + t$; a table written for $x \mapsto R(x + t)$ has to be converted first. `translationLattice G` is $L$, defined from the group and not supplied separately. `siteSymmetry G s` is the intersection of `G` with the stabiliser of `s`.

`IsSymmorphicAt G s` says that for each `g` in `G` there is an `h` in the site-symmetry group with `h.rot = g.rot`. The main theorem, `isSymmorphicAt_iff`, states that this is equivalent to `g.trans - s + g.rot s ∈ translationLattice G` for every `g` in `G`.

## Cancellation in the group and induction along the glide line

`origin_shift` and `fixes_iff` are the first two steps of the derivation. `trans_sub_mem` is the comparison of equal linear parts: it writes `g` as a translation times `h` and cancels `h` inside the subgroup.

In `isSymmorphicAt_iff`, the forward half obtains `h` from the hypothesis, replaces its translation part by $s - Rs$ using `fixes_iff`, and applies `trans_sub_mem`; `abel` rearranges the vector sum. The converse builds $(R, s - Rs)$ explicitly and shows that it is in `G` through the product with $(1, -a)$.

`isSymmorphicAt_other_origin` rewrites both properties with the main theorem and uses the displayed decomposition. Adding a known member of $L$ does not affect membership, which is the content of `add_mem_cancel_right`.

`glide_zpow_fst` proves the advance by $k/2$ by induction over the integers, upwards and downwards from zero. `glide_group_not_symmorphic` then deduces $k = 0$ from a fixed point and compares the two linear parts on the vector $(0, 1)$, which yields the contradiction $1 = -1$.

## General groups, real coordinates and a one-directional glide group

The main theorem needs neither finite dimension, nor orthogonality of $R$, nor discreteness of $L$. It therefore applies directly in fractional coordinates, where the matrix of $R$ need not be orthogonal; that of a threefold rotation in a hexagonal cell is not. Despite its name, `translationLattice` may be any additive subgroup of $V$, including the zero subgroup.

The vectors are real, and membership in $L$ is exact. A program that works with rounded coordinates needs a tolerance, and the theorem does not say how to choose one. Nor does it check that a list of operators read from a file is closed under multiplication: `G` is a group by hypothesis. Spin and time reversal are absent from the model.

The negative result concerns the group generated by one glide, whose pure translations are the integer multiples of $(1, 0)$. It has no second lattice direction, so it is a group of a strip pattern and not a full two-dimensional plane group.
